# The leading correction from the substrate to the reflection of a thick dielectric coating

A thick planar substrate of permittivity e₃ carries a coating of permittivity e₂ and thickness t, and is seen from a medium of permittivity e₁. In the electrostatic limit, take a potential that varies along the surface with wavenumber k > 0; the permittivities are real and positive. With the contrast Dij = (eⱼ - eᵢ)/(eⱼ + eᵢ), the reflection is R(t) = (D₁₂ + D₂₃ exp(-2kt))/(1 + D₁₂D₂₃ exp(-2kt)), in the sign convention where R is minus the ratio of reflected to incident potential at the outer face of the coating. The theorem `thick_coating_asymptotics` states that (R(t) - D₁₂) exp(2kt) tends to D₂₃(1 - D₁₂²) as t → ∞. The attempt first finds the limit of this constant divided by the denominator of R(t), then shows by algebra that the quotient equals the rescaled deviation for every t ≥ 0.

The failing Lean file:

```lean
import Mathlib

open Filter Topology

namespace ThickCoatingAsymptotics

noncomputable section

/-- Dielectric contrast `(b - a) / (b + a)` of two media with permittivities `a` and `b`,
for `a + b ≠ 0`. -/
def contrast (a b : ℝ) : ℝ := (b - a) / (b + a)

/-- Reflection of a substrate `e₃` with a coating `e₂` of thickness `t`, seen from medium `e₁`
at wavenumber `k`. The domain is positive permittivities and `k * t ≥ 0`. -/
def reflection (e₁ e₂ e₃ k t : ℝ) : ℝ :=
  (contrast e₁ e₂ + contrast e₂ e₃ * Real.exp (-2 * k * t)) /
    (1 + contrast e₁ e₂ * (contrast e₂ e₃ * Real.exp (-2 * k * t)))

/-- The contrast of two media with positive permittivities lies strictly between -1 and 1. -/
theorem contrast_bounds {a b : ℝ} (ha : 0 < a) (hb : 0 < b) :
    -1 < contrast a b ∧ contrast a b < 1 := by
  have h : 0 < b + a := by linarith
  unfold contrast
  constructor
  · rw [lt_div_iff₀ h]; linarith
  · rw [div_lt_iff₀ h]; linarith

/-- For positive permittivities and `k * t ≥ 0` the denominator of the reflection is positive. -/
theorem denominator_pos {e₁ e₂ e₃ k t : ℝ} (h₁ : 0 < e₁) (h₂ : 0 < e₂) (h₃ : 0 < e₃)
    (hkt : 0 ≤ k * t) :
    0 < 1 + contrast e₁ e₂ * (contrast e₂ e₃ * Real.exp (-2 * k * t)) := by
  obtain ⟨p1, p2⟩ := contrast_bounds h₁ h₂
  obtain ⟨q1, q2⟩ := contrast_bounds h₂ h₃
  have hy : Real.exp (-2 * k * t) ≤ 1 := Real.exp_le_one_iff.2 (by linarith)
  have hpq : 0 < 1 + contrast e₁ e₂ * contrast e₂ e₃ := by
    linarith [mul_pos (neg_lt_iff_pos_add.1 p1) (neg_lt_iff_pos_add.1 q1),
      mul_pos (sub_pos.2 p2) (sub_pos.2 q2)]
  linarith [mul_pos (Real.exp_pos (-2 * k * t)) hpq]

/-- The factor `exp(-2kt)` vanishes for a thick coating when `k > 0`. -/
theorem screening_tendsto {k : ℝ} (hk : 0 < k) :
    Tendsto (fun t : ℝ => Real.exp (-2 * k * t)) atTop (𝓝 0) :=
  Real.tendsto_exp_atBot.comp
    (tendsto_id.const_mul_atTop_of_neg (by linarith : -2 * k < 0))

/-- For positive permittivities and `k > 0`, the deviation from the bulk-coating value, multiplied
by `exp(2kt)`, tends to `D₂₃ (1 - D₁₂²)` for a thick coating, where `Dij` is the contrast. -/
theorem thick_coating_asymptotics {e₁ e₂ e₃ k : ℝ} (h₁ : 0 < e₁) (h₂ : 0 < e₂) (h₃ : 0 < e₃)
    (hk : 0 < k) :
    Tendsto (fun t => (reflection e₁ e₂ e₃ k t - contrast e₁ e₂) * Real.exp (2 * k * t)) atTop
      (𝓝 (contrast e₂ e₃ * (1 - contrast e₁ e₂ ^ 2))) := by
  have hE := ((screening_tendsto hk).const_mul (contrast e₂ e₃)).const_mul (contrast e₁ e₂)
  have h := (tendsto_const_nhds (x := contrast e₂ e₃ * (1 - contrast e₁ e₂ ^ 2))).div
    (hE.const_add 1) (by simp)
  simp only [mul_zero, add_zero, div_one] at h
  refine h.congr' ?_
  filter_upwards [eventually_ge_atTop (0 : ℝ)] with t ht
  have hN := denominator_pos h₁ h₂ h₃ (mul_nonneg hk.le ht)
  have hr : reflection e₁ e₂ e₃ k t *
      (1 + contrast e₁ e₂ * (contrast e₂ e₃ * Real.exp (-2 * k * t))) =
      contrast e₁ e₂ + contrast e₂ e₃ * Real.exp (-2 * k * t) := div_mul_cancel₀ _ hN.ne'
  have hy : Real.exp (2 * k * t) * Real.exp (-2 * k * t) = 1 := by
    rw [← Real.exp_add, ← Real.exp_zero]
    congr 1
    ring
  -- the deviation is exactly proportional to exp(-2kt) over the denominator
  change _ / _ = _
  rw [div_eq_iff hN.ne']
  linear_combination -Real.exp (2 * k * t) * hr
    - contrast e₂ e₃ * (1 - contrast e₁ e₂ ^ 2) * hy

end

end ThickCoatingAsymptotics
```

Compiling this gives:

```
Main.lean:67:9: error: typeclass instance problem is stuck
  HDiv ?m.293 ?m.294 ?m.297

Note: Lean will not try to resolve this typeclass instance problem because the first and second type arguments to `HDiv` are metavariables. These arguments must be fully determined before Lean will try to resolve the typeclass.

Hint: Adding type annotations and supplying implicit arguments to functions can give Lean more information for typeclass resolution. For example, if you have a variable `x` that you intend to be a `Nat`, but Lean reports it as having an unresolved type like `?m`, replacing `x` with `(x : Nat)` can get typeclass resolution un-stuck.
```

Cause. The error is in the step `change _ / _ = _`, which is meant to restate the goal with a division of real numbers on the left, ready for `div_eq_iff`. The limit `h` comes from `Filter.Tendsto.div`, which states its result for a quotient of functions, `f / g`. At a given t the left side of the goal is therefore `(f / g) t`, a quotient of functions applied to t. It equals `f t / g t` by definition, but it is not written as a division of two numbers.

The pattern `_ / _` leaves both operands and their types unknown. It does not match `(f / g) t` as written, so the goal does not supply the types. Lean then cannot choose the `HDiv` instance that gives `/` its meaning, and this is the stuck problem in the message.

The repair writes out the whole equation: the constant over the denominator on the left, the rescaled deviation on the right. The operands are now visibly real numbers, so the instance is determined, and Lean can check that the equation agrees with the goal by unfolding the division of functions at t. The left side then has the form `div_eq_iff` needs, with the denominator that `hN` proves positive. The algebra that follows is unchanged.

As a diff, the version that Lean accepts:

```diff
@@ -65,5 +65,7 @@
     ring
   -- the deviation is exactly proportional to exp(-2kt) over the denominator
-  change _ / _ = _
+  change contrast e₂ e₃ * (1 - contrast e₁ e₂ ^ 2) /
+      (1 + contrast e₁ e₂ * (contrast e₂ e₃ * Real.exp (-2 * k * t))) =
+    (reflection e₁ e₂ e₃ k t - contrast e₁ e₂) * Real.exp (2 * k * t)
   rw [div_eq_iff hN.ne']
   linear_combination -Real.exp (2 * k * t) * hr
```
